# Products of Pauli X or of Pauli Z over a finite set of qubits are invertible

One qubit sits on each element of a set `E`, called an edge, and a state is any complex function of the bit configuration, with no normalisation required. The theorem `isUnit_prod` says that for every finite set `A` of edges, the product of Pauli X over `A` and the product of Pauli Z over `A` are both invertible linear operators; `E` itself need not be finite. The proof is by induction on `A`. The empty set is left to `simp`, and when an edge is added, the new Pauli operator is invertible because it squares to the identity, so the larger product is invertible too.

This version doesn't compile in Lean 4 with Mathlib:

```lean
import Mathlib

open Finset

namespace IsUnitProd

noncomputable section

/-- Operators on the state space of one qubit per element of `E`; states are complex
functions of the bit configuration. -/
abbrev Op (E : Type*) := Module.End ℂ ((E → Bool) → ℂ)

/-- The eigenvalue of Pauli Z on a basis bit: `1` for `false` and `-1` for `true`. -/
def spin (b : Bool) : ℂ := if b then -1 else 1

/-- Pauli Z on the edge `e`. -/
def pauliZ {E : Type*} (e : E) : Op E where
  toFun ψ := fun s => spin (s e) * ψ s
  map_add' φ ψ := by
    funext s
    exact mul_add (spin (s e)) (φ s) (ψ s)
  map_smul' c ψ := by
    funext s
    exact mul_left_comm (spin (s e)) c (ψ s)

variable {E : Type*} [DecidableEq E]

/-- The configuration `s` with the bit on the edge `e` flipped. -/
def flipAt (e : E) (s : E → Bool) : E → Bool := fun f => if f = e then !s f else s f

/-- Pauli X on the edge `e`. -/
def pauliX (e : E) : Op E where
  toFun ψ := fun s => ψ (flipAt e s)
  map_add' _ _ := rfl
  map_smul' _ _ := rfl

/-- Pauli X operators on any two edges commute, and so do Pauli Z operators. -/
theorem pauli_commute (a b : E) :
    Commute (pauliX a) (pauliX b) ∧ Commute (pauliZ a) (pauliZ b) := by
  constructor
  · refine LinearMap.ext fun ψ => funext fun s => ?_
    change ψ (flipAt b (flipAt a s)) = ψ (flipAt a (flipAt b s))
    congr 1
    funext f
    simp only [flipAt]
    split_ifs <;> rfl
  · refine LinearMap.ext fun ψ => funext fun s => ?_
    change spin (s a) * (spin (s b) * ψ s) = spin (s b) * (spin (s a) * ψ s)
    ring

/-- Pauli X and Pauli Z on an edge each square to the identity. -/
theorem pauli_sq (e : E) : pauliX e * pauliX e = 1 ∧ pauliZ e * pauliZ e = 1 := by
  constructor
  · refine LinearMap.ext fun ψ => funext fun s => ?_
    have hs : flipAt e (flipAt e s) = s := by
      funext f
      by_cases h : f = e <;> simp [flipAt, h]
    change ψ (flipAt e (flipAt e s)) = ψ s
    rw [hs]
  · refine LinearMap.ext fun ψ => funext fun s => ?_
    change spin (s e) * (spin (s e) * ψ s) = ψ s
    cases s e <;> simp [spin]

/-- The product of Pauli X over the edge set `A`. -/
def xProd (A : Finset E) : Op E :=
  A.noncommProd pauliX fun a _ b _ _ => (pauli_commute a b).1

/-- The product of Pauli Z over the edge set `S`. -/
def zProd (S : Finset E) : Op E :=
  S.noncommProd pauliZ fun a _ b _ _ => (pauli_commute a b).2

/-- Products of Pauli X and products of Pauli Z over an edge set are invertible. -/
theorem isUnit_prod (A : Finset E) : IsUnit (xProd A) ∧ IsUnit (zProd A) := by
  induction A using Finset.induction_on with
  | empty => simp [xProd, zProd]
  | insert a A ha ih =>
    have hx : xProd (insert a A) = pauliX a * xProd A :=
      Finset.noncommProd_insert_of_notMem _ _ _ _ ha
    have hz : zProd (insert a A) = pauliZ a * zProd A :=
      Finset.noncommProd_insert_of_notMem _ _ _ _ ha
    obtain ⟨h1, h2⟩ := pauli_sq a
    rw [hx, hz]
    exact ⟨IsUnit.mul ⟨⟨_, _, h1, h1⟩, rfl⟩ ih.1, IsUnit.mul ⟨⟨_, _, h2, h2⟩, rfl⟩ ih.2⟩

end

end IsUnitProd
```

Lean reports:

```
Main.lean:75:10: error: unsolved goals
case empty
E : Type u_1
inst✝ : DecidableEq E
⊢ IsUnit (∅.noncommProd pauliX ⋯) ∧ IsUnit (∅.noncommProd pauliZ ⋯)
```

The error is in the `empty` case. `simp [xProd, zProd]` unfolded the two definitions but did not finish: the goal left over still asks that `noncommProd` over `∅` be invertible, for `pauliX` and for `pauliZ`. A product over the empty set is the identity, but `simp` did not rewrite either product to `1`. The message does not say why the rewrite failed.

The repair no longer relies on `simp` to find this step. `hx` and `hz` state that `xProd ∅` and `zProd ∅` equal `1`, and each is proved by giving `Finset.noncommProd_empty` directly; Lean accepts the lemma there by unfolding `xProd` and `zProd` when it compares the two statements. `rw [hx, hz]` then turns the goal into the invertibility of `1`, twice over, and `isUnit_one` proves each half. The `insert` case is unchanged.

The mended proof, as a diff:

```diff
@@ -73,5 +73,9 @@
 theorem isUnit_prod (A : Finset E) : IsUnit (xProd A) ∧ IsUnit (zProd A) := by
   induction A using Finset.induction_on with
-  | empty => simp [xProd, zProd]
+  | empty =>
+    have hx : xProd (∅ : Finset E) = 1 := Finset.noncommProd_empty _ _
+    have hz : zProd (∅ : Finset E) = 1 := Finset.noncommProd_empty _ _
+    rw [hx, hz]
+    exact ⟨isUnit_one, isUnit_one⟩
   | insert a A ha ih =>
     have hx : xProd (insert a A) = pauliX a * xProd A :=
```
